# Nonzero fcc superlattice labels modulo 2 or 3 are equivalent under cubic symmetry when their coincidence numbers agree

A label is a triple (a, b, c) of residues modulo N, which can be read as the values given to the primitive vectors (0,1,1), (1,0,1), (1,1,0) of an infinite fcc lattice; the lattice vectors with total value zero then form the superlattice. In this reading, the coordinate permutations and the map (a, b, c) ↦ (a, a − c, a − b) are the action of axis permutations and of a mirror plane. The theorem states that, for N = 2 or 3, every nonzero label can be carried by the group these maps generate to a fixed reference label, chosen only by the number of coinciding pairs among 0, a, b, c. The proof first shows that orbits are closed under the generators and under inversion, v ↦ −v, which it writes as a product of three mirrors. A finite check by `decide +kernel` then finds each label, up to sign and a permutation, as the reference label or its mirror image.

As first written in Lean, the proof fails:

```lean
import Mathlib

open MulAction

namespace FccSuperlattices

/-- Labels of superlattices: triples of residues modulo `N`. -/
abbrev Label (N : ℕ) := Fin 3 → ZMod N

variable {N : ℕ}

/-- A permutation of the three coordinates of a label. -/
def permute (σ : Equiv.Perm (Fin 3)) : Equiv.Perm (Label N) :=
  σ.arrowCongr (Equiv.refl _)

/-- The map `(a, b, c) ↦ (a, a - c, a - b)` on labels. -/
def mirror : Equiv.Perm (Label N) where
  toFun v := ![v 0, v 0 - v 2, v 0 - v 1]
  invFun v := ![v 0, v 0 - v 2, v 0 - v 1]
  left_inv v := by funext i; fin_cases i <;> simp
  right_inv v := by funext i; fin_cases i <;> simp

/-- The group generated by the coordinate permutations and the mirror map. -/
def labelGroup (N : ℕ) : Subgroup (Equiv.Perm (Label N)) :=
  Subgroup.closure (Set.range permute ∪ {mirror})

/-- The number of coinciding pairs among the four residues `0, v 0, v 1, v 2`. -/
def coincidences (v : Label N) : ℕ :=
  (if v 0 = 0 then 1 else 0) + (if v 1 = 0 then 1 else 0) + (if v 2 = 0 then 1 else 0) +
  (if v 0 = v 1 then 1 else 0) + (if v 0 = v 2 then 1 else 0) + (if v 1 = v 2 then 1 else 0)

/-- A reference label for each coincidence number. -/
def reference (N k : ℕ) : Label N :=
  if k = 3 then ![1, 0, 0] else if k = 2 then ![1, 1, 0] else ![1, -1, 0]

/-- Modulo 2 and 3, every nonzero label lies in the orbit of the reference label with its
coincidence number. -/
theorem mem_orbit_reference (hN : N = 2 ∨ N = 3) (v : Label N) (hv : v ≠ 0) :
    v ∈ orbit (labelGroup N) (reference N (coincidences v)) := by
  have step : ∀ x ∈ labelGroup N, ∀ r u : Label N, u ∈ orbit (labelGroup N) r →
      x u ∈ orbit (labelGroup N) r := by
    rintro x hx r _ ⟨y, rfl⟩
    exact ⟨⟨x, hx⟩ * y, rfl⟩
  have hp : ∀ σ, permute σ ∈ labelGroup N := fun σ => Subgroup.subset_closure (Or.inl ⟨σ, rfl⟩)
  have hm : mirror ∈ labelGroup N := Subgroup.subset_closure (Or.inr rfl)
  -- inversion is the product of the three mirrors
  have hneg : ∀ r u : Label N, u ∈ orbit (labelGroup N) r → -u ∈ orbit (labelGroup N) r := by
    intro r u hu
    have e1 : ∀ w : Label N, permute (Equiv.swap 0 1) w = ![w 1, w 0, w 2] := by
      intro w; funext i; fin_cases i <;> rfl
    have e2 : ∀ w : Label N, permute (Equiv.swap 0 2) w = ![w 2, w 1, w 0] := by
      intro w; funext i; fin_cases i <;> rfl
    have e : -u = mirror (permute (Equiv.swap 0 1) (mirror (permute (Equiv.swap 0 1)
        (permute (Equiv.swap 0 2) (mirror (permute (Equiv.swap 0 2) u)))))) := by
      rw [e2 u, e2, e1, e1]
      funext i; fin_cases i <;> simp [mirror]
    rw [e]
    exact step _ hm _ _ (step _ (hp _) _ _ (step _ hm _ _ (step _ (hp _) _ _
      (step _ (hp _) _ _ (step _ hm _ _ (step _ (hp _) _ _ hu))))))
  have key : ∃ σ, v = permute σ (reference N (coincidences v)) ∨
      v = -permute σ (reference N (coincidences v)) ∨
      v = permute σ (mirror (reference N (coincidences v))) ∨
      v = -permute σ (mirror (reference N (coincidences v))) := by
    rcases hN with rfl | rfl <;> revert v <;> decide +kernel
  generalize reference N (coincidences v) = r at key ⊢
  have hr : r ∈ orbit (labelGroup N) r := mem_orbit_self r
  obtain ⟨σ, h | h | h | h⟩ := key <;> rw [h]
  · exact step _ (hp σ) _ _ hr
  · exact hneg _ _ (step _ (hp σ) _ _ hr)
  · exact step _ (hp σ) _ _ (step _ hm _ _ hr)
  · exact hneg _ _ (step _ (hp σ) _ _ (step _ hm _ _ hr))

end FccSuperlattices
```

Messages:

```
Main.lean:54:79: error: unsolved goals
case «1»
N : ℕ
hN : N = 2 ∨ N = 3
v : Label N
hv : v ≠ 0
step : ∀ x ∈ labelGroup N, ∀ (r u : Label N), u ∈ orbit (↥(labelGroup N)) r → x u ∈ orbit (↥(labelGroup N)) r
hp : ∀ (σ : Equiv.Perm (Fin 3)), permute σ ∈ labelGroup N
hm : mirror ∈ labelGroup N
r u : Label N
hu : u ∈ orbit (↥(labelGroup N)) r
e1 : ∀ (w : Label N), (permute (Equiv.swap 0 1)) w = ![w 1, w 0, w 2]
e2 : ∀ (w : Label N), (permute (Equiv.swap 0 2)) w = ![w 2, w 1, w 0]
⊢ -u 1 = -u 0 - (u 1 - u 0)

case «2»
N : ℕ
hN : N = 2 ∨ N = 3
v : Label N
hv : v ≠ 0
step : ∀ x ∈ labelGroup N, ∀ (r u : Label N), u ∈ orbit (↥(labelGroup N)) r → x u ∈ orbit (↥(labelGroup N)) r
hp : ∀ (σ : Equiv.Perm (Fin 3)), permute σ ∈ labelGroup N
hm : mirror ∈ labelGroup N
r u : Label N
hu : u ∈ orbit (↥(labelGroup N)) r
e1 : ∀ (w : Label N), (permute (Equiv.swap 0 1)) w = ![w 1, w 0, w 2]
e2 : ∀ (w : Label N), (permute (Equiv.swap 0 2)) w = ![w 2, w 1, w 0]
⊢ -u 2 = -u 0 - (u 2 - u 0)
```

Diagnosis. The error lies in the proof of `e`, the identity that writes `-u` as a chain of mirrors and coordinate swaps. After `fin_cases i` splits it into three components, `simp [mirror]` unfolds the mirror map and evaluates the vector entries. This closes component 0 but leaves the other two, the first of them being `-u 1 = -u 0 - (u 1 - u 0)`.

Both remaining equations are true: on the right, `-u 0` and `u 0` cancel once the bracket is opened. But `simp` only applies its rewrite rules, and none of those available brought about this cancellation, so Lean reports unsolved goals.

The repair adds `<;> ring`, which runs `ring` on every goal that `simp` leaves. The entries lie in the commutative ring `ZMod N`, where `ring` brings both sides to the same normal form and so proves them equal. The chain of mirrors and swaps was right as written and stays unchanged.

Fix (accepted with no message):

```diff
@@ -54,5 +54,5 @@
         (permute (Equiv.swap 0 2) (mirror (permute (Equiv.swap 0 2) u)))))) := by
       rw [e2 u, e2, e1, e1]
-      funext i; fin_cases i <;> simp [mirror]
+      funext i; fin_cases i <;> simp [mirror] <;> ring
     rw [e]
     exact step _ hm _ _ (step _ (hp _) _ _ (step _ hm _ _ (step _ (hp _) _ _
```
